# The zero-point shift of resonant harmonic vibrational polaritons is below $G^2/(8w)$ for splitting $G$ and bare frequency $w$

The polariton splitting of $N$ molecules in an infrared cavity grows as $\sqrt N$. If this splitting is read as the energy by which the cavity changes each molecule, the predicted effect per molecule grows without limit as molecules are added at fixed individual coupling. The zero-point energy behaves differently. For identical harmonic vibrations in resonance with one cavity mode, its total shift is of second order in the collective splitting while that splitting is small against the vibrational frequency. At fixed individual coupling, the share of each molecule stays below a value that does not depend on $N$, however large the splitting becomes.

This concerns vibrational strong coupling in the cavity Born–Oppenheimer picture, where the photon displacement is a slow coordinate beside the nuclei and harmonic polaritons come from diagonalising a joint Hessian. The Hessian here has one vibration per molecule, exact resonance and a dipole linear in the displacement, and it includes the dipole self-energy.

```lean
import Mathlib

open Matrix

namespace VibrationalStrongCoupling

noncomputable section
```

## One vibration and one cavity mode

Let $x$ be the mass-weighted displacement of the vibration and $q$ that of the cavity mode, both with bare frequency $w$, and set $\hbar=1$. The potential is

$$V=\tfrac12 w^2x^2+\tfrac12\,(wq-Gx)^2 .$$

The coupling $G$ is a frequency. It stands for the derivative of the molecular dipole along the cavity polarisation, multiplied by the light–matter coupling strength of the mode. Expanding the square gives the bilinear term $-Gw\,xq$ and the dipole self-energy $\tfrac12G^2x^2$. The second derivatives are

$$H=\begin{pmatrix} w^2+G^2 & -Gw\\ -Gw & w^2\end{pmatrix}.$$

In Lean this is a real matrix indexed by `Fin 2`, with the vibration at index 0 and the cavity at index 1.

```lean
/-- Hessian of a molecular vibration (first coordinate) and a resonant cavity mode (second
coordinate) of frequency `w`, with coupling `G` and the dipole self-energy `G ^ 2` included. -/
def hessian (w G : ℝ) : Matrix (Fin 2) (Fin 2) ℝ :=
  !![w ^ 2 + G ^ 2, -(G * w); -(G * w), w ^ 2]
```

A normal mode oscillates at a frequency $\Omega>0$ with $Hv=\Omega^2v$ for some $v\neq0$. The letter $\Omega$ denotes a mode frequency throughout, not a Rabi splitting.

```lean
/-- A positive number `Ω` is a normal-mode frequency if `Ω ^ 2` is an eigenvalue of the Hessian. -/
def IsModeFrequency (w G Ω : ℝ) : Prop :=
  0 < Ω ∧ ∃ v : Fin 2 → ℝ, v ≠ 0 ∧ hessian w G *ᵥ v = Ω ^ 2 • v
```

## Frequencies from their difference and product

Write $s=\sqrt{w^2+G^2/4}$. The candidates for the two polariton frequencies are $\Omega_\pm=s\pm G/2$, called `upper` and `lower`.

```lean
/-- The upper polariton frequency, for positive `w` and `G`. -/
def upper (w G : ℝ) : ℝ := √(w ^ 2 + G ^ 2 / 4) + G / 2

/-- The lower polariton frequency, for positive `w` and `G`. -/
def lower (w G : ℝ) : ℝ := √(w ^ 2 + G ^ 2 / 4) - G / 2
```

A harmonic mode of frequency $\Omega$ has zero-point energy $\Omega/2$. The two uncoupled modes together have $w$, so the coupling changes the zero-point energy by

$$E=\frac{\Omega_++\Omega_-}{2}-w=s-w .$$

Lean takes this expression as the definition of the shift; no Hamiltonian operator is constructed.

```lean
/-- For positive `w` and `G`, the zero-point energy of the two polaritons minus that of the two
uncoupled modes (`ħ = 1`). -/
def zeroPointShift (w G : ℝ) : ℝ := (upper w G + lower w G) / 2 - w
```

Let $w,G>0$. Since $G^2/4<w^2+G^2/4$, we have $G/2<s$, and so $0<\Omega_-<\Omega_+$. Moreover,

$$\Omega_+-\Omega_-=G,\qquad \Omega_+\Omega_-=s^2-\frac{G^2}{4}=w^2 .$$

The coupling $G$ is therefore the full splitting at resonance. Many texts use a coupling constant equal to half of it.

In the proof, `hs` is the identity for $s^2$ and `hlt` is the inequality $G/2<s$. The order relations and the difference then follow by linear arithmetic, and the product follows from `hs`.

```lean
/-- For positive `w` and `G` the polariton frequencies are positive and distinct; they differ by
the coupling `G`, and their product is `w ^ 2`. -/
theorem polariton_relations {w G : ℝ} (hw : 0 < w) (hG : 0 < G) :
    0 < lower w G ∧ lower w G < upper w G ∧
      upper w G - lower w G = G ∧ upper w G * lower w G = w ^ 2 := by
  have hs := Real.sq_sqrt (show 0 ≤ w ^ 2 + G ^ 2 / 4 by positivity)
  have hlt : G / 2 < √(w ^ 2 + G ^ 2 / 4) := by
    apply Real.lt_sqrt_of_sq_lt
    have := pow_pos hw 2
    nlinarith
  unfold upper lower
  refine ⟨by linarith, by linarith, by ring, ?_⟩
  linear_combination hs
```

It remains to show that the candidates are the mode frequencies, and the only ones. The difference and product give

$$\Omega_+^2+\Omega_-^2=(\Omega_+-\Omega_-)^2+2\Omega_+\Omega_-=2w^2+G^2,\qquad \Omega_+^2\Omega_-^2=w^4 .$$

The characteristic determinant therefore factors:

$$\begin{aligned}\det(H-\Omega^2 I)&=(w^2+G^2-\Omega^2)(w^2-\Omega^2)-G^2w^2\\&=\Omega^4-(2w^2+G^2)\Omega^2+w^4\\&=(\Omega^2-\Omega_+^2)(\Omega^2-\Omega_-^2).\end{aligned}$$

A nonzero $v$ with $(H-\Omega^2I)v=0$ exists exactly when this determinant vanishes. Because all three frequencies are positive, $\Omega^2=\Omega_\pm^2$ means $\Omega=\Omega_\pm$.

The factorisation is `hdet`, built from the sum `hsum` and the product `hprod`. The Mathlib lemma `Matrix.exists_mulVec_eq_zero_iff` links the zero determinant to a nonzero vector and is used once in each direction.

```lean
/-- For positive `w` and `G` the normal-mode frequencies of the coupled system are exactly the
upper and the lower polariton frequency. -/
theorem isModeFrequency_iff {w G : ℝ} (hw : 0 < w) (hG : 0 < G) (Ω : ℝ) :
    IsModeFrequency w G Ω ↔ Ω = upper w G ∨ Ω = lower w G := by
  obtain ⟨hm, hlt, hsub, hmul⟩ := polariton_relations hw hG
  have hp : 0 < upper w G := hm.trans hlt
  -- the characteristic determinant factors through the squared polariton frequencies
  have hdet : (hessian w G - Ω ^ 2 • (1 : Matrix (Fin 2) (Fin 2) ℝ)).det
      = (Ω ^ 2 - upper w G ^ 2) * (Ω ^ 2 - lower w G ^ 2) := by
    have h1 : (hessian w G - Ω ^ 2 • (1 : Matrix (Fin 2) (Fin 2) ℝ)).det
        = (w ^ 2 + G ^ 2 - Ω ^ 2) * (w ^ 2 - Ω ^ 2) - (-(G * w)) * (-(G * w)) := by
      simp [hessian, Matrix.det_fin_two]
    have hsum : upper w G ^ 2 + lower w G ^ 2 = 2 * w ^ 2 + G ^ 2 := by
      linear_combination (upper w G - lower w G + G) * hsub + 2 * hmul
    have hprod : upper w G ^ 2 * lower w G ^ 2 = w ^ 4 := by
      rw [← mul_pow, hmul]; ring
    linear_combination h1 + Ω ^ 2 * hsum - hprod
  have hvec : ∀ v : Fin 2 → ℝ, (hessian w G - Ω ^ 2 • (1 : Matrix (Fin 2) (Fin 2) ℝ)) *ᵥ v
      = hessian w G *ᵥ v - Ω ^ 2 • v := by
    intro v
    simp [Matrix.sub_mulVec, Matrix.smul_mulVec]
  constructor
  · rintro ⟨hΩ, v, hv, h⟩
    have h0 := Matrix.exists_mulVec_eq_zero_iff.mp ⟨v, hv, (hvec v).trans (sub_eq_zero.mpr h)⟩
    rw [hdet] at h0
    rcases mul_eq_zero.mp h0 with h1 | h1
    · exact Or.inl ((sq_eq_sq₀ hΩ.le hp.le).mp (sub_eq_zero.mp h1))
    · exact Or.inr ((sq_eq_sq₀ hΩ.le hm.le).mp (sub_eq_zero.mp h1))
  · intro h
    have hΩ : 0 < Ω := by
      rcases h with h | h <;> rw [h] <;> assumption
    have h0 : (hessian w G - Ω ^ 2 • (1 : Matrix (Fin 2) (Fin 2) ℝ)).det = 0 := by
      rw [hdet]
      rcases h with h | h <;> rw [h] <;> ring
    obtain ⟨v, hv, h1⟩ := Matrix.exists_mulVec_eq_zero_iff.mpr h0
    rw [hvec] at h1
    exact ⟨hΩ, v, hv, sub_eq_zero.mp h1⟩
```

## Two-sided bounds on the shift

From $E+w=s$ we get $(E+w)^2=w^2+G^2/4$, that is,

$$G^2=4E(2w+E)=8wE+4E^2 .$$

Also $E>0$, because $s>w$. Dropping the positive term $4E^2$ gives $8wE<G^2$, which is the upper bound.

For the lower bound, put both terms over the denominator $128w^3$ and substitute for $G^2$:

$$\begin{aligned}16w^2G^2-G^4&=64w^2E(2w+E)-16E^2(2w+E)^2\\&=128w^3E-64wE^3-16E^4\\&<128w^3E .\end{aligned}$$

Division by $128w^3$ gives

$$\frac{G^2}{8w}-\frac{G^4}{128w^3}<E<\frac{G^2}{8w}.$$

The estimate $G^2/(8w)$ is thus too large by less than a fraction $G^2/(16w^2)$ of itself.

In Lean, `hq` is the relation between $G^2$ and $E$. The `generalize` step then replaces the shift by a plain variable `e`, so that the square root disappears from the problem. The displayed identity is `h2`, and `h3` is the positivity of the terms that are dropped.

```lean
/-- For positive `w` and `G` the zero-point shift lies strictly below `G² / (8w)` and strictly
above `G² / (8w) - G⁴ / (128w³)`. -/
theorem zeroPointShift_bounds {w G : ℝ} (hw : 0 < w) (hG : 0 < G) :
    G ^ 2 / (8 * w) - G ^ 4 / (128 * w ^ 3) < zeroPointShift w G ∧
      zeroPointShift w G < G ^ 2 / (8 * w) := by
  have hs := Real.sq_sqrt (show 0 ≤ w ^ 2 + G ^ 2 / 4 by positivity)
  have hE : zeroPointShift w G = √(w ^ 2 + G ^ 2 / 4) - w := by
    unfold zeroPointShift upper lower; ring
  have he : 0 < zeroPointShift w G := by
    rw [hE, sub_pos]
    apply Real.lt_sqrt_of_sq_lt
    have := pow_pos hG 2
    linarith
  -- the coupling expressed through the shift
  have hq : G ^ 2 = 4 * zeroPointShift w G * (2 * w + zeroPointShift w G) := by
    rw [hE]; linear_combination (-4) * hs
  generalize zeroPointShift w G = e at he hq ⊢
  constructor
  · have h1 : G ^ 2 / (8 * w) = 16 * w ^ 2 * G ^ 2 / (128 * w ^ 3) := by
      rw [div_eq_div_iff (by positivity) (by positivity)]; ring
    have h2 : 16 * w ^ 2 * G ^ 2 - G ^ 4
        = e * (128 * w ^ 3) - (64 * w * e ^ 3 + 16 * e ^ 4) := by
      linear_combination (16 * w ^ 2 - G ^ 2 - 4 * e * (2 * w + e)) * hq
    have h3 : 0 < 64 * w * e ^ 3 + 16 * e ^ 4 := by positivity
    rw [h1, ← sub_div, div_lt_iff₀ (by positivity)]
    linarith
  · rw [lt_div_iff₀ (by positivity)]
    nlinarith [pow_pos he 2]
```

Both inequalities are strict, which needs $G\neq0$: at $G=0$ the shift and both bounds are zero.

The self-energy, a physical assumption built into `hessian`, matters more. Remove $G^2$ from the first diagonal entry and take $w=5$, $G=24/5$. The matrix has diagonal entries $25$ and off-diagonal entries $-24$, so its eigenvalues are $49$ and $1$ and its frequencies are $7$ and $1$. The shift is $(7+1)/2-5=-1$, whereas the lower bound above is about $0.54$. Without the self-energy even the sign is wrong.

## Many molecules, one cavity mode

Now let $N$ identical molecules with displacements $x_i$ each couple to the mode with strength $g$:

$$V=\tfrac12w^2\sum_i x_i^2+\tfrac12\Bigl(wq-g\sum_j x_j\Bigr)^2 .$$

The self-energy of the total dipole puts $g^2$ into every entry of the molecular block, including those between different molecules. Direct intermolecular forces are left out. The index type `Fin N ⊕ Unit` lists the molecules and then the cavity.

```lean
/-- Hessian of `N` identical molecular vibrations, each coupled with strength `g` to one resonant
cavity mode, with the dipole self-energy of the total dipole included. -/
def ensembleHessian (N : ℕ) (w g : ℝ) : Matrix (Fin N ⊕ Unit) (Fin N ⊕ Unit) ℝ :=
  Matrix.fromBlocks (Matrix.of fun i j => (if i = j then w ^ 2 else 0) + g ^ 2)
    (Matrix.of fun _ _ => -(g * w)) (Matrix.of fun _ _ => -(g * w)) (Matrix.of fun _ _ => w ^ 2)
```

The collective, or bright, displacement has an amplitude $v_0$ shared equally by the molecules, $x_i=v_0/\sqrt N$, together with $q=v_1$. The factor $1/\sqrt N$ preserves length, since $\sum_i x_i^2=v_0^2$.

```lean
/-- Collective displacement for `N > 0`: the bright amplitude `v 0` is shared equally by all
molecules, and `v 1` is the cavity displacement. -/
def brightVector (N : ℕ) (v : Fin 2 → ℝ) : Fin N ⊕ Unit → ℝ :=
  Sum.elim (fun _ => v 0 / √(N : ℝ)) (fun _ => v 1)
```

Differentiating $V$ shows how the Hessian acts on a displacement $(x,q)$:

$$\begin{aligned}\text{molecule } i:&\quad w^2x_i+g\Bigl(g\sum_jx_j-wq\Bigr),\\ \text{cavity}:&\quad w\Bigl(wq-g\sum_jx_j\Bigr).\end{aligned}$$

Only the sum of the displacements enters the coupling. The proof expands the matrix product separately for the molecular rows and the cavity row.

```lean
/-- The ensemble Hessian couples the molecules to the cavity, and to each other, only through the
sum of their displacements. -/
theorem ensemble_mulVec (N : ℕ) (w g : ℝ) (x : Fin N → ℝ) (q : ℝ) :
    ensembleHessian N w g *ᵥ Sum.elim x (fun _ => q) =
      Sum.elim (fun i => w ^ 2 * x i + g * (g * ∑ j, x j - w * q))
        (fun _ => w * (w * q - g * ∑ j, x j)) := by
  ext k
  rcases k with i | u <;>
    simp [ensembleHessian, Matrix.mulVec, dotProduct, Fintype.sum_sum_type, add_mul,
      Finset.sum_add_distrib, ← Finset.mul_sum] <;> ring
```

If $\sum_jx_j=0$ and $q=0$, every coupling term vanishes and the Hessian multiplies the displacement by $w^2$. These are the dark modes. For $N=1$ the only such displacement is zero.

```lean
/-- Dark modes: molecular displacements that sum to zero keep the bare squared frequency `w ^ 2`. -/
theorem ensemble_dark (N : ℕ) (w g : ℝ) (x : Fin N → ℝ) (hx : ∑ j, x j = 0) :
    ensembleHessian N w g *ᵥ Sum.elim x (fun _ => 0) = w ^ 2 • Sum.elim x (fun _ => 0) := by
  rw [ensemble_mulVec, hx]
  ext k
  rcases k with i | u <;> simp
```

For a bright displacement $\sum_jx_j=\sqrt N\,v_0$. The molecular rows become

$$\frac{w^2v_0}{\sqrt N}+g\bigl(g\sqrt N\,v_0-wv_1\bigr)=\frac{1}{\sqrt N}\Bigl[(w^2+g^2N)v_0-g\sqrt N\,w\,v_1\Bigr],$$

and the cavity row becomes $-g\sqrt N\,w\,v_0+w^2v_1$. This is the two-mode Hessian with $G=g\sqrt N$, applied to $(v_0,v_1)$ and embedded again as a bright displacement. In the proof, `hsum` evaluates the sum, while `h0` and `h1` write out the two rows of the small matrix.

```lean
/-- On collective displacements of `N > 0` molecules the ensemble Hessian acts as the two-mode
Hessian with coupling `g √N`. -/
theorem ensemble_bright {N : ℕ} (hN : 0 < N) (w g : ℝ) (v : Fin 2 → ℝ) :
    ensembleHessian N w g *ᵥ brightVector N v =
      brightVector N (hessian w (g * √(N : ℝ)) *ᵥ v) := by
  have hN' : (0 : ℝ) < N := Nat.cast_pos.mpr hN
  have hr : 0 < √(N : ℝ) := Real.sqrt_pos.mpr hN'
  have hr2 : √(N : ℝ) * √(N : ℝ) = N := Real.mul_self_sqrt hN'.le
  have hsum : ∑ _j : Fin N, v 0 / √(N : ℝ) = √(N : ℝ) * v 0 := by
    rw [Finset.sum_const, Finset.card_univ, Fintype.card_fin, nsmul_eq_mul, ← mul_div_assoc,
      div_eq_iff hr.ne']
    linear_combination (-v 0) * hr2
  have h0 : (hessian w (g * √(N : ℝ)) *ᵥ v) 0
      = (w ^ 2 + (g * √(N : ℝ)) ^ 2) * v 0 + -(g * √(N : ℝ) * w) * v 1 := by
    simp [hessian, Matrix.mulVec, dotProduct, Fin.sum_univ_two]
  have h1 : (hessian w (g * √(N : ℝ)) *ᵥ v) 1
      = -(g * √(N : ℝ) * w) * v 0 + w ^ 2 * v 1 := by
    simp [hessian, Matrix.mulVec, dotProduct, Fin.sum_univ_two]
  have hc : v 0 / √(N : ℝ) * √(N : ℝ) = v 0 := div_mul_cancel₀ _ hr.ne'
  simp only [brightVector, ensemble_mulVec, hsum, h0, h1]
  ext k
  rcases k with i | u
  · simp only [Sum.elim_inl]
    rw [eq_div_iff hr.ne']
    linear_combination w ^ 2 * hc
  · simp only [Sum.elim_inr]
    ring
```

These two kinds of motion suffice. Given any displacement, subtract the mean $\frac1N\sum_jx_j$ from each $x_i$. The remainder sums to zero and is dark. The mean and the cavity displacement form a bright displacement with $v_0=\frac{1}{\sqrt N}\sum_jx_j$ and $v_1=q$.

```lean
/-- Every displacement of `N > 0` molecules and the cavity is a dark displacement plus a
collective one. -/
theorem ensemble_decomposition {N : ℕ} (hN : 0 < N) (u : Fin N ⊕ Unit → ℝ) :
    ∃ (x : Fin N → ℝ) (v : Fin 2 → ℝ), ∑ j, x j = 0 ∧
      u = Sum.elim x (fun _ => 0) + brightVector N v := by
  have hN' : (N : ℝ) ≠ 0 := Nat.cast_ne_zero.mpr hN.ne'
  -- subtract the mean molecular displacement
  refine ⟨fun i => u (.inl i) - (∑ j, u (.inl j)) / N,
    ![(∑ j, u (.inl j)) / √(N : ℝ), u (.inr ())], ?_, ?_⟩
  · have h : (N : ℝ) * ((∑ j, u (.inl j)) / N) = ∑ j, u (.inl j) := by field_simp
    rw [Finset.sum_sub_distrib, Finset.sum_const, Finset.card_univ, Fintype.card_fin,
      nsmul_eq_mul, h, sub_self]
  · ext k
    rcases k with i | ⟨⟩ <;> simp [brightVector, div_div]
```

## The share of each molecule

There are $N-1$ independent dark modes, each of frequency $w$ with or without the coupling, so they add nothing to the shift. The whole change comes from the two polaritons with $G=g\sqrt N$. This mode count is argued here in words, and the last theorem starts from the two-polariton shift at that coupling. Dividing the upper bound by $N$ gives

$$\frac EN<\frac{G^2}{8wN}=\frac{g^2}{8w}.$$

At fixed $g$ the bound is the same for every $N\ge1$. At fixed collective splitting $G$ it falls as $1/N$. The proof applies the upper bound from `zeroPointShift_bounds` and cancels $N$ using $(\sqrt N)^2=N$.

```lean
/-- For `N > 0` molecules with positive `w` and `g`, and collective coupling `G = g √N`, the
zero-point shift per molecule is below `G² / (8wN)`, which equals the `N`-independent
value `g² / (8w)`. -/
theorem zeroPointShift_per_molecule {N : ℕ} (hN : 0 < N) {w g : ℝ} (hw : 0 < w) (hg : 0 < g) :
    zeroPointShift w (g * √(N : ℝ)) / N < (g * √(N : ℝ)) ^ 2 / (8 * w * N) ∧
      (g * √(N : ℝ)) ^ 2 / (8 * w * N) = g ^ 2 / (8 * w) := by
  have hN' : (0 : ℝ) < N := Nat.cast_pos.mpr hN
  have hG : 0 < g * √(N : ℝ) := mul_pos hg (Real.sqrt_pos.mpr hN')
  constructor
  · rw [← div_div]
    exact div_lt_div_of_pos_right (zeroPointShift_bounds hw hG).2 hN'
  · rw [mul_pow, Real.sq_sqrt hN'.le]
    exact mul_div_mul_right _ _ hN'.ne'

end

end VibrationalStrongCoupling
```

```lean
#print axioms VibrationalStrongCoupling.isModeFrequency_iff
-- 'VibrationalStrongCoupling.isModeFrequency_iff' depends on axioms: [propext, Classical.choice, Quot.sound]
#print axioms VibrationalStrongCoupling.ensemble_bright
-- 'VibrationalStrongCoupling.ensemble_bright' depends on axioms: [propext, Classical.choice, Quot.sound]
#print axioms VibrationalStrongCoupling.ensemble_decomposition
-- 'VibrationalStrongCoupling.ensemble_decomposition' depends on axioms: [propext, Classical.choice, Quot.sound]
#print axioms VibrationalStrongCoupling.zeroPointShift_per_molecule
-- 'VibrationalStrongCoupling.zeroPointShift_per_molecule' depends on axioms: [propext, Classical.choice, Quot.sound]
```

## Nine molecules in numbers

Take $w=40$, $g=6$ and $N=9$ in any common frequency unit. Then $G=6\cdot3=18$ and $s=\sqrt{1600+81}=41$, so the polaritons lie at $50$ and $32$. Their difference is $18$ and their product is $1600=40^2$.

The total shift is $E=41-40=1$. The bounds are $324/320=1.0125$ from above and about $0.9997$ from below. Each molecule's share is $1/9\approx0.111$, below $g^2/(8w)=36/320=0.1125$, although the splitting is $18$.

Carrying such numbers over to a real sample takes more than the theorems supply. The model leaves out anharmonicity, the electronic polarisability of the molecules, disorder, detuning, further cavity modes and cavity losses, and each of these can change the shift.
